# The energy-weighted sum rule for a Hermitian observable on finitely many levels

Let a quantum system with Hamiltonian \(H\) have finitely many levels \(n\), each a stationary state \(|n\rangle\) with real energy \(E_n\), which together form an orthonormal basis. Let \(A\) be an observable, such as a dipole component, with matrix elements \(A_{nk}=\langle n|A|k\rangle\). The transition strengths out of level \(k\) are \(|A_{nk}|^2\). Weighted by the excitation energies \(E_n-E_k\), they add up to half an expectation value in level \(k\) alone:

\[
[A,[H,A]]_{kk}=2\sum_n (E_n-E_k)\,|A_{nk}|^2 .
\]

The commutator is \([X,Y]=XY-YX\), and the expectation value in level \(k\) is the \((k,k)\) entry. The level \(k\) is arbitrary; the ground-state rule is the case where \(E_k\) is lowest.

In Lean, the levels form a finite type `ι`, and operators are complex matrices indexed by it.

```lean
import Mathlib

open Matrix

namespace EnergyWeightedSumRule

variable {ι : Type*} [Fintype ι] [DecidableEq ι]

/-- The commutator `[X, Y] = XY - YX` of two matrices. -/
def comm (X Y : Matrix ι ι ℂ) : Matrix ι ι ℂ := X * Y - Y * X

/-- The Hamiltonian with real energies `E n`, written in its own eigenbasis. -/
def hamiltonian (E : ι → ℝ) : Matrix ι ι ℂ := Matrix.diagonal fun n => (E n : ℂ)
```

## Real energies in the eigenbasis of H

Taking `E : ι → ℝ` and putting it on the diagonal means that \(H\) is Hermitian and that the basis vectors are its stationary states. By hand, this enters first in the inner commutator:

\[
[H,A]_{mn}=E_mA_{mn}-A_{mn}E_n=(E_m-E_n)A_{mn}.
\]

For any matrix \(A\), Hermitian or not, the outer commutator with \(A^\dagger\) then gives

\[
\begin{aligned}
[A^\dagger,[H,A]]_{kk}
&=\sum_n\left(\overline{A_{nk}}\,(E_n-E_k)A_{nk}-(E_k-E_n)A_{kn}\,\overline{A_{kn}}\right)\\
&=\sum_n (E_n-E_k)\left(|A_{nk}|^2+|A_{kn}|^2\right).
\end{aligned}
\]

The first lemma below is \(\bar z z=|z|^2\), and the second is the inner commutator. The third, `sum_rule_general`, writes both matrix products as sums over \(n\), merges them, and compares them term by term; `linear_combination` uses \(\bar z z=|z|^2\) once for each strength. In the code `Aᴴ` denotes \(A^\dagger\); its superscript has nothing to do with the Hamiltonian.

```lean
/-- The product of a complex amplitude with its conjugate is its squared modulus. -/
theorem star_mul_amplitude (z : ℂ) : star z * z = ((‖z‖ ^ 2 : ℝ) : ℂ) := by
  rw [Complex.star_def, mul_comm, Complex.mul_conj, Complex.normSq_eq_norm_sq]

/-- In the energy basis, commuting with the Hamiltonian multiplies each matrix element
of `A` by the energy difference of the two levels. -/
theorem comm_hamiltonian_apply (E : ι → ℝ) (A : Matrix ι ι ℂ) (m n : ι) :
    comm (hamiltonian E) A m n = ((E m - E n : ℝ) : ℂ) * A m n := by
  change (hamiltonian E * A - A * hamiltonian E) m n = _
  rw [hamiltonian, Matrix.sub_apply, Matrix.diagonal_mul, Matrix.mul_diagonal]
  push_cast
  ring

/-- For an arbitrary matrix `A`, the expectation value of `[A†, [H, A]]` in level `k` is the
energy-weighted sum of the strengths of `A` out of and into that level. -/
theorem sum_rule_general (E : ι → ℝ) (A : Matrix ι ι ℂ) (k : ι) :
    comm Aᴴ (comm (hamiltonian E) A) k k =
      ((∑ n, (E n - E k) * (‖A n k‖ ^ 2 + ‖A k n‖ ^ 2) : ℝ) : ℂ) := by
  change (Aᴴ * comm (hamiltonian E) A - comm (hamiltonian E) A * Aᴴ) k k = _
  -- insert a complete set of levels between the factors
  rw [Matrix.sub_apply, Matrix.mul_apply, Matrix.mul_apply, ← Finset.sum_sub_distrib,
    Complex.ofReal_sum]
  refine Finset.sum_congr rfl fun n _ => ?_
  simp only [comm_hamiltonian_apply, Matrix.conjTranspose_apply]
  have h1 := star_mul_amplitude (A n k)
  have h2 := star_mul_amplitude (A k n)
  push_cast at h1 h2 ⊢
  linear_combination ((E n : ℂ) - (E k : ℂ)) * h1 + ((E n : ℂ) - (E k : ℂ)) * h2
```

The right-hand side is a real number regarded as a complex one, so the equality also says that the expectation value is real.

In a basis that does not diagonalise \(H\), the diagonal entries of \(H\) cannot stand in for the energies. For \(H=\sigma_x\) and \(A=\sigma_x+\sigma_z\), the double commutator is \(4\sigma_z-4\sigma_x\), with upper-left entry 4, whereas both diagonal entries of \(H\) are zero and the formula would give 0.

## Hermiticity of A

The hypothesis `hA : A.IsHermitian` says that \(A\) is an observable. By hand it is used twice: \(A^\dagger=A\) turns the left side into \([A,[H,A]]_{kk}\), and \(|A_{kn}|=|A_{nk}|\) makes the two strengths equal, which produces the factor 2. The proof makes the same two replacements, with `hA.eq` and `hA.apply`.

```lean
/-- Energy-weighted sum rule: for Hermitian `A`, the expectation value of `[A, [H, A]]` in
level `k` is twice the sum of the transition strengths weighted by the excitation energies. -/
theorem energy_weighted_sum_rule (E : ι → ℝ) {A : Matrix ι ι ℂ} (hA : A.IsHermitian) (k : ι) :
    comm A (comm (hamiltonian E) A) k k =
      ((2 * ∑ n, (E n - E k) * ‖A n k‖ ^ 2 : ℝ) : ℂ) := by
  have h := sum_rule_general E A k
  rw [hA.eq] at h
  rw [h]
  refine congrArg Complex.ofReal ?_
  rw [Finset.mul_sum]
  refine Finset.sum_congr rfl fun n _ => ?_
  -- upward and downward strengths agree for a Hermitian operator
  have hn : ‖A k n‖ = ‖A n k‖ := by rw [← hA.apply k n, norm_star]
  rw [hn]
  ring
```

For a pure raising matrix on two levels, with \(A_{10}=1\) and all other entries zero, \([A,[H,A]]_{00}=0\), while the right side would be \(2(E_1-E_0)\). The rule therefore fails for this \(A\) whenever the energies differ.

## A level of minimal energy

The hypothesis `hmin` says that no level lies below \(k\); ties are allowed, so the ground state may be degenerate. Every weight \(E_n-E_k\) is then nonnegative, and so is the sum. The Lean statement takes the real part, which loses nothing because the entry is real.

```lean
/-- For Hermitian `A`, the expectation value of `[A, [H, A]]` in a level of minimal energy
is nonnegative. -/
theorem ground_state_nonneg (E : ι → ℝ) {A : Matrix ι ι ℂ} (hA : A.IsHermitian) (k : ι)
    (hmin : ∀ n, E k ≤ E n) :
    0 ≤ (comm A (comm (hamiltonian E) A) k k).re := by
  rw [energy_weighted_sum_rule E hA k, Complex.ofReal_re]
  exact mul_nonneg zero_le_two (Finset.sum_nonneg fun n _ =>
    mul_nonneg (sub_nonneg.2 (hmin n)) (sq_nonneg _))
```

A sum of nonnegative terms vanishes only if each term does. For each \(n\), this means \(E_n=E_k\) or \(A_{nk}=0\), and the next proof splits into these cases. Couplings between levels that share the lowest energy contribute nothing.

```lean
/-- For Hermitian `A` and a level `k` of minimal energy, the expectation value of
`[A, [H, A]]` vanishes exactly when `A` does not couple `k` to any level of different energy. -/
theorem ground_state_eq_zero_iff (E : ι → ℝ) {A : Matrix ι ι ℂ} (hA : A.IsHermitian) (k : ι)
    (hmin : ∀ n, E k ≤ E n) :
    comm A (comm (hamiltonian E) A) k k = 0 ↔ ∀ n, E n ≠ E k → A n k = 0 := by
  rw [energy_weighted_sum_rule E hA k, Complex.ofReal_eq_zero, mul_eq_zero,
    or_iff_right (two_ne_zero : (2 : ℝ) ≠ 0),
    Finset.sum_eq_zero_iff_of_nonneg
      (fun n _ => mul_nonneg (sub_nonneg.2 (hmin n)) (sq_nonneg _))]
  constructor
  · intro h n hn
    rcases mul_eq_zero.1 (h n (Finset.mem_univ n)) with h1 | h1
    · exact absurd (sub_eq_zero.1 h1) hn
    · exact norm_eq_zero.1 ((pow_eq_zero_iff two_ne_zero).1 h1)
  · intro h n _
    by_cases hn : E n = E k
    · simp [hn]
    · simp [h n hn]
```

If \(k\) is the middle of three levels with energies \(-1,0,1\) and couples equally to the other two, the contributions cancel although the couplings do not vanish.

## A gap above level k

The number \(\Delta\) in `hgap` is a lower bound on the excitation energies from \(k\) to every other level. It multiplies the variance of \(A\), which is itself a sum of strengths. Since \(A\) is Hermitian, \((A^2)_{kk}=\sum_n A_{kn}A_{nk}=\sum_n|A_{nk}|^2\) and \(A_{kk}\) is real, so

\[
(A^2)_{kk}-(A_{kk})^2=\sum_{n\ne k}|A_{nk}|^2 .
\]

In Lean, `Finset.univ.erase k` is the set of levels other than \(k\), and `Finset.add_sum_erase` separates the term \(n=k\).

```lean
/-- The variance of a Hermitian `A` in level `k` is its total transition strength from `k`
to the other levels. -/
theorem variance_eq_strength {A : Matrix ι ι ℂ} (hA : A.IsHermitian) (k : ι) :
    ((A * A) k k).re - (A k k).re ^ 2 = ∑ n ∈ Finset.univ.erase k, ‖A n k‖ ^ 2 := by
  have hsq : (A * A) k k = ((∑ n, ‖A n k‖ ^ 2 : ℝ) : ℂ) := by
    rw [Matrix.mul_apply, Complex.ofReal_sum]
    refine Finset.sum_congr rfl fun n _ => ?_
    have h := star_mul_amplitude (A n k)
    rwa [hA.apply k n] at h
  -- the diagonal element is real
  have him : (A k k).im = 0 := by
    have h := congrArg Complex.im (hA.apply k k)
    rw [Complex.star_def, Complex.conj_im] at h
    linarith
  have hdiag : ‖A k k‖ ^ 2 = (A k k).re ^ 2 := by
    rw [Complex.sq_norm, Complex.normSq_apply, him]
    ring
  have hs := Finset.add_sum_erase Finset.univ (fun n => ‖A n k‖ ^ 2) (Finset.mem_univ k)
  beta_reduce at hs
  rw [hsq, Complex.ofReal_re]
  linarith
```

Replacing each \(E_n-E_k\) with \(n\neq k\) by the smaller \(\Delta\) gives

\[
2\Delta\left((A^2)_{kk}-(A_{kk})^2\right)\le[A,[H,A]]_{kk}.
\]

The proof does this termwise with `Finset.sum_le_sum` over the levels other than \(k\), and then uses that the term \(n=k\) of the full sum has weight zero.

```lean
/-- If every other level lies at least `Δ` above level `k`, then for Hermitian `A` the
expectation value of `[A, [H, A]]` in `k` is at least `2Δ` times the variance of `A` in `k`. -/
theorem gap_bound (E : ι → ℝ) {A : Matrix ι ι ℂ} (hA : A.IsHermitian) (k : ι) (Δ : ℝ)
    (hgap : ∀ n, n ≠ k → Δ ≤ E n - E k) :
    2 * Δ * (((A * A) k k).re - (A k k).re ^ 2) ≤
      (comm A (comm (hamiltonian E) A) k k).re := by
  rw [variance_eq_strength hA k, energy_weighted_sum_rule E hA k, Complex.ofReal_re]
  have hle : Δ * ∑ n ∈ Finset.univ.erase k, ‖A n k‖ ^ 2 ≤
      ∑ n ∈ Finset.univ.erase k, (E n - E k) * ‖A n k‖ ^ 2 := by
    rw [Finset.mul_sum]
    exact Finset.sum_le_sum fun n hn =>
      mul_le_mul_of_nonneg_right (hgap n (Finset.ne_of_mem_erase hn)) (sq_nonneg _)
  -- level `k` itself carries no excitation energy
  have hs := Finset.add_sum_erase Finset.univ
    (fun n => (E n - E k) * ‖A n k‖ ^ 2) (Finset.mem_univ k)
  beta_reduce at hs
  rw [sub_self, zero_mul, zero_add] at hs
  linarith
```

Take energies \(0,1,3\), with \(A_{10}=A_{01}=2\), \(A_{20}=A_{02}=1\) and all other entries zero. In level 0 the double commutator is \(2(1\cdot4+3\cdot1)=14\). The variance is \(4+1=5\), and \(\Delta=1\) gives the bound \(10\le14\). With \(\Delta=2\), which exceeds the first excitation energy, the inequality would read \(20\le14\).

## The sign in the upper of two levels

When `hmin` fails, the expectation value can be negative. For \(H=\mathrm{diag}(0,1)\) and \(A=\sigma_x\),

\[
[H,A]=\begin{pmatrix}0&-1\\1&0\end{pmatrix},\qquad
[A,[H,A]]=\begin{pmatrix}2&0\\0&-2\end{pmatrix}.
\]

The upper level, index 1 in Lean, gives \(-2\), because its only transition goes down in energy. The proof checks that \(\sigma_x\) is Hermitian and evaluates the sum rule.

```lean
/-- For two levels with energies 0 and 1 and `A` the Pauli matrix `σₓ`, the expectation value
of `[A, [H, A]]` in the upper level is `-2`. -/
theorem upper_level_negative :
    comm !![0, 1; 1, 0] (comm (hamiltonian ![0, 1]) !![0, 1; 1, 0]) (1 : Fin 2) 1 = -2 := by
  have hA : (!![0, 1; 1, 0] : Matrix (Fin 2) (Fin 2) ℂ).IsHermitian := by
    ext i j
    fin_cases i <;> fin_cases j <;> simp [Matrix.conjTranspose_apply]
  rw [energy_weighted_sum_rule ![0, 1] hA 1]
  norm_num [Fin.sum_univ_two]

end EnergyWeightedSumRule
```

```lean
#print axioms EnergyWeightedSumRule.energy_weighted_sum_rule
#print axioms EnergyWeightedSumRule.ground_state_eq_zero_iff
#print axioms EnergyWeightedSumRule.gap_bound
#print axioms EnergyWeightedSumRule.upper_level_negative
```

```
'EnergyWeightedSumRule.energy_weighted_sum_rule' depends on axioms: [propext, Classical.choice, Quot.sound]
'EnergyWeightedSumRule.ground_state_eq_zero_iff' depends on axioms: [propext, Classical.choice, Quot.sound]
'EnergyWeightedSumRule.gap_bound' depends on axioms: [propext, Classical.choice, Quot.sound]
'EnergyWeightedSumRule.upper_level_negative' depends on axioms: [propext, Classical.choice, Quot.sound]
```

## Finitely many levels

For a Hamiltonian diagonalised in a finite basis, as in electronic-structure calculations, the identity ties the energy-weighted sum of the transition strengths out of one level, taken over all levels in that basis, to the expectation value of the double commutator formed from the matrices of \(H\) and \(A\) in that basis. Atoms and molecules have infinitely many levels and a continuum, and the passage to unbounded operators and infinite sums is a separate step. It matters for the Thomas–Reiche–Kuhn rule, where \([x,[H,x]]=\hbar^2/m\) for a particle of mass \(m\) in a potential \(V(x)\). No matrices of finite size \(d\ge1\) satisfy this, since a commutator of finite matrices has trace zero, while the right side, a multiple of the identity, has trace \(d\hbar^2/m\).
